# The Vandermonde polynomial times a Gaussian solves the Schrödinger equation of N non-interacting fermions in a one-dimensional harmonic trap

A variational Monte Carlo calculation averages the local energy $(H\psi)/\psi$ over sampled particle configurations. For $N$ non-interacting, spin-polarised fermions in a one-dimensional harmonic trap of frequency $\omega$, take the trial function

$$\psi(x)=V(x)\,e^{-\omega\sum_k x_k^2/2},\qquad V(x)=\prod_{i<j}(x_i-x_j).$$

The local energy is then $\omega N^2/2$ at every configuration with distinct positions, so its average has no sampling error. Units are $\hbar=m=1$, and

$$H=\tfrac12\sum_i\left(-\partial_i^2+\omega^2x_i^2\right).$$

The result rests on two properties of $V$: it is harmonic, and it is homogeneous of degree $N(N-1)/2$.

## From cofactors to the energy

Let $i$ and $j$ run from $0$ to $N-1$, and let $M$ be the matrix with entries $M_{ij}=(-x_i)^j$. The Vandermonde formula $\det(y_i^j)=\prod_{i<j}(y_j-y_i)$ with $y_i=-x_i$ gives $V=\det M$.

Let $C_{ij}$ be the cofactor of $M_{ij}$. It does not contain $x_i$, because row $i$ is deleted in forming it. Expansion along row $i$ gives $V=\sum_j C_{ij}(-x_i)^j$, and therefore

$$\partial_iV=-\sum_j j\,C_{ij}(-x_i)^{j-1},\qquad \partial_i^2V=\sum_j j(j-1)\,C_{ij}(-x_i)^{j-2}.$$

The cofactors of column $j$, contracted with column $k$, give the determinant of $M$ with column $j$ replaced by column $k$. For $j\neq k$ two columns are then equal, so

$$\sum_i C_{ij}(-x_i)^k=\delta_{jk}V.$$

In the Laplacian, the terms with $j=0,1$ vanish through the factor $j(j-1)$. The others contract column $j$ with column $j-2$ and also vanish. Hence $\sum_i\partial_i^2V=0$.

The Euler operator contracts each column with itself:

$$\sum_i x_i\partial_iV=\sum_j j\sum_i C_{ij}(-x_i)^j=\sum_j j\,V=\frac{N(N-1)}2V.$$

Homogeneity can also be seen directly: scaling all positions by $c$ multiplies column $j$ by $c^j$, and hence $V$ by $c^{N(N-1)/2}$.

Now write $\psi=VG$, where $G$ is the Gaussian. Since $\partial_iG=-\omega x_iG$ and $\partial_i^2G=(\omega^2x_i^2-\omega)G$, the product rule gives

$$\partial_i^2\psi=\left[\partial_i^2V-2\omega x_i\partial_iV+(\omega^2x_i^2-\omega)V\right]G.$$

In $H\psi$ the terms in $\omega^2x_i^2$ cancel, leaving

$$H\psi=\left[-\tfrac12\sum_i\partial_i^2V+\omega\sum_i x_i\partial_iV+\tfrac{\omega N}2V\right]G
=\omega\left[\frac{N(N-1)}2+\frac N2\right]\psi=\frac{\omega N^2}2\psi.$$

This energy is also the sum of the lowest $N$ oscillator levels, $\sum_{n=0}^{N-1}\omega(n+\tfrac12)$, as expected for a filled Fermi sea.

## Configurations, derivatives and the trap

```lean
import Mathlib

open Matrix

namespace TrappedFermions

noncomputable section

variable {N : ℕ}
```

A configuration is a function `x : Fin N → ℝ`, with one real position per particle and labels starting at zero. The number $N$ is arbitrary. For $N=0$ and $N=1$ the product below is empty and equals one.

```lean
/-- The Vandermonde polynomial, the product of `x i - x j` over all pairs `i < j`. -/
def vdm (x : Fin N → ℝ) : ℝ := ∏ i, ∏ j ∈ Finset.Ioi i, (x i - x j)
```

The set `Finset.Ioi i` contains the labels greater than `i`, so each pair occurs once, with the sign convention $x_i-x_j$ for $i<j$.

```lean
/-- The function `f` seen along coordinate `i`, with all other coordinates held at `x`. -/
def slice (f : (Fin N → ℝ) → ℝ) (x : Fin N → ℝ) (i : Fin N) (t : ℝ) : ℝ :=
  f (Function.update x i t)
```

Partial derivatives are ordinary derivatives of `slice`, which replaces coordinate `i` by `t` and keeps the others fixed.

```lean
/-- The second partial derivative of `f` in coordinate `i` at the point `x`. -/
def d2 (f : (Fin N → ℝ) → ℝ) (x : Fin N → ℝ) (i : Fin N) : ℝ :=
  deriv (deriv (slice f x i)) (x i)

/-- The Laplacian, the sum of the second partial derivatives. -/
def laplacian (f : (Fin N → ℝ) → ℝ) (x : Fin N → ℝ) : ℝ := ∑ i, d2 f x i

/-- The Hamiltonian of `N` non-interacting particles on a line in a harmonic trap of frequency `ω`,
in units where the mass and the reduced Planck constant are one. -/
def trapHamiltonian (ω : ℝ) (ψ : (Fin N → ℝ) → ℝ) (x : Fin N → ℝ) : ℝ :=
  ∑ i, (-d2 ψ x i + ω ^ 2 * x i ^ 2 * ψ x) / 2
```

These definitions accept any real function of the configuration. Lean's `deriv` returns zero where a derivative does not exist, so the differentiability of $V$ along each coordinate is proved explicitly below.

`trapHamiltonian` contains kinetic energy and the external potential only. It has no interaction and no spin variable, which idealises a gas with a single spin component.

```lean
/-- The Vandermonde polynomial times a Gaussian. -/
def trapState (ω : ℝ) (x : Fin N → ℝ) : ℝ :=
  vdm x * Real.exp (-ω * (∑ k, x k ^ 2) / 2)
```

`trapState` is the unnormalised $\psi$. Normalisation changes neither the linear equation nor the local energy. The parameter `ω` may be any real number, but the physical case is $\omega>0$. The Hamiltonian depends only on $\omega^2$, whereas for $\omega\le0$ and $N\ge1$ the function `trapState` does not decay at large distances and cannot be normalised.

## The determinant and its derivatives

```lean
/-- The cofactor of entry `(i, j)` in the matrix of powers `(-x i) ^ j`. -/
def cofactor (x : Fin N → ℝ) (i j : Fin N) : ℝ :=
  adjugate (vandermonde fun k => -x k) j i
```

The adjugate is the transposed cofactor matrix, hence the order `j i` on the right. `cofactor x i j` is $C_{ij}$.

```lean
/-- The slope of the Vandermonde polynomial along coordinate `i`, expanded in cofactors. -/
def grad (x : Fin N → ℝ) (i : Fin N) (t : ℝ) : ℝ :=
  ∑ j : Fin N, cofactor x i j * (-(((j : ℕ) : ℝ) * (-t) ^ ((j : ℕ) - 1)))

/-- The second derivative of the Vandermonde polynomial along coordinate `i`,
expanded in cofactors. -/
def curv (x : Fin N → ℝ) (i : Fin N) (t : ℝ) : ℝ :=
  ∑ j : Fin N, cofactor x i j *
    (((j : ℕ) : ℝ) * (((j : ℕ) - 1 : ℕ) : ℝ) * (-t) ^ ((j : ℕ) - 1 - 1))
```

Despite its name, `grad x i t` is a single component, the derivative along coordinate `i` at the value `t`. Likewise `curv` is a second derivative and not a geometric curvature. Exponents are natural numbers, for which $0-1$ is $0$; the prefactors vanish wherever this truncation occurs.

```lean
/-- The Vandermonde polynomial is the determinant of the matrix of powers `(-x i) ^ j`. -/
theorem vdm_eq_det (x : Fin N → ℝ) : vdm x = (vandermonde fun i => -x i).det := by
  rw [det_vandermonde, vdm]
  refine Finset.prod_congr rfl fun i _ => Finset.prod_congr rfl fun j _ => ?_
  ring
```

Mathlib supplies the Vandermonde formula, and `ring` matches the signs factor by factor.

```lean
/-- The cofactors of column `j` contracted with column `k` give the determinant if `j = k`
and zero otherwise. -/
theorem cofactor_orthogonality (x : Fin N → ℝ) (j k : Fin N) :
    ∑ i, cofactor x i j * (-x i) ^ (k : ℕ) = if j = k then vdm x else 0 := by
  have h := congrFun (congrFun (adjugate_mul (vandermonde fun l => -x l)) j) k
  rw [Matrix.mul_apply] at h
  simp only [vandermonde_apply, Matrix.smul_apply, Matrix.one_apply, smul_eq_mul,
    mul_ite, mul_one, mul_zero] at h
  rw [vdm_eq_det]
  exact h
```

This is the contraction rule $\sum_iC_{ij}(-x_i)^k=\delta_{jk}V$. It is read off entry by entry from the matrix identity $\operatorname{adj}(M)\,M=\det(M)\,I$.

```lean
/-- Along each coordinate the Vandermonde polynomial has first derivative `grad` and
second derivative `curv`. -/
theorem hasDerivAt_vdm (x : Fin N → ℝ) (i : Fin N) (t : ℝ) :
    HasDerivAt (slice vdm x i) (grad x i t) t ∧ HasDerivAt (grad x i) (curv x i t) t := by
  have hp : ∀ n : ℕ, HasDerivAt (fun s : ℝ => (-s) ^ n) (-((n : ℝ) * (-t) ^ (n - 1))) t :=
    fun n => ((hasDerivAt_id' t).fun_neg.fun_pow n).congr_deriv (by ring)
  -- expansion of the determinant along row `i`
  have hs : slice vdm x i = fun s => ∑ j : Fin N, cofactor x i j * (-s) ^ (j : ℕ) := by
    funext s
    have h : (vandermonde fun k => -(Function.update x i s k)) =
        (vandermonde fun k => -x k).updateRow i (fun j => (-s) ^ (j : ℕ)) := by
      ext k j
      by_cases hk : k = i
      · subst hk
        simp [vandermonde_apply]
      · simp [vandermonde_apply, updateRow_ne hk, Function.update_of_ne hk]
    rw [slice, vdm_eq_det, h, ← cramer_transpose_apply, cramer_eq_adjugate_mulVec,
      ← adjugate_transpose]
    rfl
  constructor
  · rw [hs]
    exact HasDerivAt.fun_sum fun j _ => (hp (j : ℕ)).const_mul _
  · change HasDerivAt (fun s => ∑ j : Fin N,
      cofactor x i j * (-(((j : ℕ) : ℝ) * (-s) ^ ((j : ℕ) - 1)))) _ t
    refine HasDerivAt.fun_sum fun j _ => HasDerivAt.const_mul _ ?_
    exact ((hp ((j : ℕ) - 1)).const_mul ((j : ℕ) : ℝ)).fun_neg.congr_deriv (by ring)
```

The step `hp` differentiates $(-s)^n$. The step `hs` is the row expansion: moving coordinate `i` to `s` replaces row `i` of the matrix, and Cramer's rule expresses the new determinant through the cofactors of the old one. These are constants in `s`, so both derivatives follow term by term.

## Homogeneity and harmonicity

```lean
/-- Scaling all coordinates by `c` multiplies the Vandermonde polynomial by
`c ^ (N (N - 1) / 2)`. -/
theorem vdm_homogeneous (c : ℝ) (x : Fin N → ℝ) :
    vdm (fun i => c * x i) = c ^ (N * (N - 1) / 2) * vdm x := by
  have h : (vandermonde fun i => -(c * x i)) =
      Matrix.of fun i j : Fin N => c ^ (j : ℕ) * vandermonde (fun i => -x i) i j := by
    ext i j
    simp only [vandermonde_apply, Matrix.of_apply]
    rw [← mul_pow, mul_neg]
  have hs : ∑ j : Fin N, (j : ℕ) = N * (N - 1) / 2 :=
    (Fin.sum_univ_eq_sum_range (fun k => k) N).trans (Finset.sum_range_id N)
  rw [vdm_eq_det, vdm_eq_det, h, Matrix.det_mul_row, Finset.prod_pow_eq_pow_sum, hs]
```

The proof takes the factor $c^j$ out of each column and adds the exponents.

```lean
/-- Euler's relation: the sum of `x i` times the `i`-th partial derivative of the
Vandermonde polynomial is `N (N - 1) / 2` times the polynomial. -/
theorem vdm_euler (x : Fin N → ℝ) :
    ∑ i, x i * deriv (slice vdm x i) (x i) = (N : ℝ) * (N - 1) / 2 * vdm x := by
  have hsum : ∀ n : ℕ, ∑ k ∈ Finset.range n, (k : ℝ) = (n : ℝ) * (n - 1) / 2 := by
    intro n
    induction n with
    | zero => simp
    | succ n ih =>
      rw [Finset.sum_range_succ, ih]
      push_cast
      ring
  calc ∑ i, x i * deriv (slice vdm x i) (x i)
      = ∑ i, ∑ j : Fin N, ((j : ℕ) : ℝ) * (cofactor x i j * (-x i) ^ (j : ℕ)) := by
        refine Finset.sum_congr rfl fun i _ => ?_
        rw [(hasDerivAt_vdm x i (x i)).1.deriv, grad, Finset.mul_sum]
        refine Finset.sum_congr rfl fun j _ => ?_
        have hp : ((j : ℕ) : ℝ) * (-x i) ^ (j : ℕ) =
            ((j : ℕ) : ℝ) * ((-x i) ^ ((j : ℕ) - 1) * (-x i)) := by
          rcases Nat.eq_zero_or_pos (j : ℕ) with h | h
          · rw [h]
            simp
          · rw [pow_sub_one_mul h.ne']
        linear_combination (-(cofactor x i j)) * hp
    _ = ∑ j : Fin N, ((j : ℕ) : ℝ) * vdm x := by
        rw [Finset.sum_comm]
        refine Finset.sum_congr rfl fun j _ => ?_
        rw [← Finset.mul_sum, cofactor_orthogonality, if_pos rfl]
    _ = (N : ℝ) * (N - 1) / 2 * vdm x := by
        rw [← Finset.sum_mul]
        congr 1
        exact (Fin.sum_univ_eq_sum_range (fun k => (k : ℝ)) N).trans (hsum N)
```

Euler's relation is derived from the cofactors and not from the scaling law. The first step of the `calc` block inserts the derivative and absorbs the factor $x_i$ into the power. The second exchanges the sums and applies `cofactor_orthogonality` with equal columns. The last evaluates $\sum_j j$.

```lean
/-- The Vandermonde polynomial is harmonic. -/
theorem vdm_harmonic (x : Fin N → ℝ) : laplacian vdm x = 0 := by
  have hd : ∀ i, d2 vdm x i = curv x i (x i) := fun i => by
    have h : deriv (slice vdm x i) = grad x i :=
      funext fun t => (hasDerivAt_vdm x i t).1.deriv
    rw [d2, h, (hasDerivAt_vdm x i (x i)).2.deriv]
  simp only [laplacian, hd, curv]
  rw [Finset.sum_comm]
  refine Finset.sum_eq_zero fun j _ => ?_
  have hj := j.isLt
  by_cases h : 2 ≤ (j : ℕ)
  · -- column `j` is replaced by a multiple of column `j - 2`
    have hne : j ≠ ⟨(j : ℕ) - 1 - 1, by omega⟩ := fun e => by
      have h2 : (j : ℕ) = (j : ℕ) - 1 - 1 := congrArg Fin.val e
      omega
    have ho : ∑ i, cofactor x i j * (-x i) ^ ((j : ℕ) - 1 - 1) = 0 :=
      (cofactor_orthogonality x j ⟨(j : ℕ) - 1 - 1, by omega⟩).trans (if_neg hne)
    rw [← mul_zero (((j : ℕ) : ℝ) * (((j : ℕ) - 1 : ℕ) : ℝ)), ← ho, Finset.mul_sum]
    exact Finset.sum_congr rfl fun i _ => by ring
  · -- the second derivative of constant and linear columns is zero
    have hz : ((j : ℕ) : ℝ) * (((j : ℕ) - 1 : ℕ) : ℝ) = 0 := by
      have h0 : (j : ℕ) = 0 ∨ (j : ℕ) - 1 = 0 := by omega
      rcases h0 with h0 | h0 <;> rw [h0] <;> simp
    exact Finset.sum_eq_zero fun i _ => by rw [hz, zero_mul, mul_zero]
```

After the sums are exchanged, each column is treated separately. For $j\ge2$ the contraction with column $j-2$ is zero; for $j=0,1$ the prefactor is zero.

## The Gaussian factor and the energy

```lean
/-- The second partial derivative of the Vandermonde polynomial times the Gaussian,
by the product rule. -/
theorem d2_trapState (ω : ℝ) (x : Fin N → ℝ) (i : Fin N) :
    d2 (trapState ω) x i = (d2 vdm x i - 2 * ω * (x i * deriv (slice vdm x i) (x i))
      + (ω ^ 2 * x i ^ 2 - ω) * vdm x) * Real.exp (-ω * (∑ k, x k ^ 2) / 2) := by
  obtain ⟨R, hR⟩ : ∃ R, R = ∑ k ∈ Finset.univ.erase i, x k ^ 2 := ⟨_, rfl⟩
  have hx : ∑ k, x k ^ 2 = x i ^ 2 + R := by
    rw [hR]
    exact (Finset.add_sum_erase Finset.univ (fun k => x k ^ 2) (Finset.mem_univ i)).symm
  have hs : slice (trapState ω) x i =
      fun t => slice vdm x i t * Real.exp (-ω * (t ^ 2 + R) / 2) := by
    funext t
    have h1 : ∑ k, Function.update x i t k ^ 2 = t ^ 2 + R := by
      rw [← Finset.add_sum_erase Finset.univ _ (Finset.mem_univ i), Function.update_self, hR]
      congr 1
      exact Finset.sum_congr rfl fun k hk => by
        rw [Function.update_of_ne (Finset.ne_of_mem_erase hk)]
    rw [slice, trapState, h1, slice]
  have hE : ∀ t, HasDerivAt (fun s : ℝ => Real.exp (-ω * (s ^ 2 + R) / 2))
      (-ω * t * Real.exp (-ω * (t ^ 2 + R) / 2)) t := fun t => by
    have h0 : HasDerivAt (fun s : ℝ => s ^ 2) (2 * t) t := by simpa using hasDerivAt_pow 2 t
    exact (((h0.add_const R).const_mul (-ω)).div_const 2).exp.congr_deriv (by ring)
  have hg : deriv (slice vdm x i) = grad x i :=
    funext fun t => (hasDerivAt_vdm x i t).1.deriv
  have h1 : deriv (slice (trapState ω) x i) = fun t =>
      (grad x i t - ω * t * slice vdm x i t) * Real.exp (-ω * (t ^ 2 + R) / 2) := by
    funext t
    rw [hs, ((hasDerivAt_vdm x i t).1.fun_mul (hE t)).deriv]
    ring
  have h2 := (((hasDerivAt_vdm x i (x i)).2.fun_sub
    (((hasDerivAt_id' (x i)).const_mul ω).fun_mul (hasDerivAt_vdm x i (x i)).1)).fun_mul
    (hE (x i))).deriv
  have hv : slice vdm x i (x i) = vdm x := by rw [slice, Function.update_eq_self]
  rw [d2, h1, h2, d2, hg, (hasDerivAt_vdm x i (x i)).2.deriv, hv, hx]
  ring
```

This is the formula for $\partial_i^2\psi$ derived above. The quantity `R` collects the squares of the other coordinates, so that along coordinate `i` the state is a product of `slice vdm x i` and a one-variable Gaussian. The steps `h1` and `h2` use the product rule to compute the first and the second derivative.

```lean
/-- The Vandermonde polynomial times the Gaussian solves the Schrödinger equation of `N`
non-interacting particles in a harmonic trap of frequency `ω`, with energy `ω N ^ 2 / 2`. -/
theorem trapHamiltonian_trapState (ω : ℝ) (x : Fin N → ℝ) :
    trapHamiltonian ω (trapState ω) x = ω * (N : ℝ) ^ 2 / 2 * trapState ω x := by
  have hl : ∑ i, d2 vdm x i = 0 := vdm_harmonic x
  obtain ⟨E, hE⟩ : ∃ E, E = Real.exp (-ω * (∑ k, x k ^ 2) / 2) := ⟨_, rfl⟩
  have hψ : trapState ω x = vdm x * E := by rw [hE, trapState]
  -- the trap potential cancels, leaving the Laplacian, the Euler operator and a constant
  have h : trapHamiltonian ω (trapState ω) x = ∑ i, (-(E / 2) * d2 vdm x i
      + ω * E * (x i * deriv (slice vdm x i) (x i)) + ω * vdm x * E / 2) := by
    refine Finset.sum_congr rfl fun i _ => ?_
    rw [d2_trapState, hψ, ← hE]
    ring
  rw [h, Finset.sum_add_distrib, Finset.sum_add_distrib, ← Finset.mul_sum, ← Finset.mul_sum,
    hl, vdm_euler, Finset.sum_const, Finset.card_univ, Fintype.card_fin, nsmul_eq_mul, hψ]
  ring
```

The theorem states $H\psi=(\omega N^2/2)\psi$ at every configuration and for every real $\omega$. The step `h` cancels the potential particle by particle. Summation then brings in `vdm_harmonic`, `vdm_euler` and the constant term, which is counted $N$ times.

The equation is pointwise. Reading $\psi$ as a stationary state of a trapped gas takes one further step: for $\omega>0$, the function must be square-integrable and lie in the domain of the self-adjoint Hamiltonian. The Gaussian decay ensures this, but the formal theorems about $\psi$ concern only its derivatives, the differential equation, the zeros and the exchange sign; they do not identify $\psi$ as the ground state.

## Zeros and exchange sign

```lean
/-- The state is nonzero at a configuration exactly when all particle positions differ. -/
theorem trapState_ne_zero_iff (ω : ℝ) (x : Fin N → ℝ) :
    trapState ω x ≠ 0 ↔ Function.Injective x := by
  have h : trapState ω x ≠ 0 ↔ vdm x ≠ 0 := by simp [trapState, Real.exp_ne_zero]
  rw [h, vdm_eq_det, det_vandermonde_ne_zero_iff]
  exact ⟨fun h a b hab => h (show -x a = -x b by rw [hab]),
    fun h a b hab => h (neg_inj.mp hab)⟩
```

The exponential never vanishes, so the zeros of $\psi$ are those of $V$. `Function.Injective x` says that no two particles share a position. The eigenfunction is therefore not identically zero, and the local energy is well defined at all such configurations.

```lean
/-- Permuting the particles multiplies the state by the sign of the permutation. -/
theorem trapState_antisymmetric (ω : ℝ) (x : Fin N → ℝ) (σ : Equiv.Perm (Fin N)) :
    trapState ω (fun i => x (σ i)) = ((Equiv.Perm.sign σ : ℤ) : ℝ) * trapState ω x := by
  have hv : vdm (fun i => x (σ i)) = ((Equiv.Perm.sign σ : ℤ) : ℝ) * vdm x := by
    rw [vdm_eq_det, vdm_eq_det]
    exact Matrix.det_permute σ (vandermonde fun i => -x i)
  rw [trapState, trapState, hv, Equiv.sum_comp σ (fun k => x k ^ 2), mul_assoc]

end

end TrappedFermions
```

A permutation of the particles permutes the rows of the determinant and leaves $\sum_kx_k^2$ unchanged. The state thus acquires the sign of the permutation, as required for fermions in the same spin state.

```lean
#print axioms TrappedFermions.vdm_homogeneous
-- 'TrappedFermions.vdm_homogeneous' depends on axioms: [propext, Classical.choice, Quot.sound]
#print axioms TrappedFermions.trapHamiltonian_trapState
-- 'TrappedFermions.trapHamiltonian_trapState' depends on axioms: [propext, Classical.choice, Quot.sound]
#print axioms TrappedFermions.trapState_ne_zero_iff
-- 'TrappedFermions.trapState_ne_zero_iff' depends on axioms: [propext, Classical.choice, Quot.sound]
#print axioms TrappedFermions.trapState_antisymmetric
-- 'TrappedFermions.trapState_antisymmetric' depends on axioms: [propext, Classical.choice, Quot.sound]
```
